# Distinct nodes give unique least-squares Laplace weights for 1/x on a positive interval

Take two exponentials, $e^{-xt_0}$ and $e^{-xt_1}$, on an interval $[m,M]$ with $m<M$. Suppose that some combination of them vanishes throughout the interval:

$$w_0e^{-xt_0}+w_1e^{-xt_1}=0 .$$

Multiplying by $e^{xt_0}$ gives $w_0+w_1e^{-x(t_1-t_0)}=0$. If $t_0\ne t_1$, the exponential takes different values at two different points $x$, so subtracting the two equations gives $w_1=0$, and then $w_0=0$. Every nonzero pair of weights therefore produces a function whose square has a positive integral. That integral is the quadratic form of the least-squares normal matrix, which is why the fit has only one solution. If $t_0=t_1$, the weights $(1,-1)$ produce the zero function and uniqueness is lost.

## The normal matrix and its solution

For real nodes $t_0,\dots,t_{n-1}$ and real weights $w_k$, write the Laplace sum as

$$S_w(x)=\sum_k w_k e^{-xt_k}.$$

For a target $f$ continuous on $[m,M]$, define the normal matrix, the moments and the squared error by

$$N_{kl}=\int_m^M e^{-x(t_k+t_l)}\,dx,\qquad b_k=\int_m^M f(x)e^{-xt_k}\,dx,\qquad E(w)=\int_m^M\bigl(f(x)-S_w(x)\bigr)^2dx .$$

The matrix $N$ is positive definite exactly when the nodes are distinct. In that case $E$ has exactly one minimiser, $w=N^{-1}b$.

## Fitting weights in Laplace-transformed perturbation theory

In Laplace-transformed MP2, the denominator $x=\varepsilon_a+\varepsilon_b-\varepsilon_i-\varepsilon_j$, where $i,j$ label occupied and $a,b$ virtual orbitals, is treated by replacing $1/x$ with a short sum of exponentials, each of which factorises over the orbital energies. If the nodes are kept fixed and the weights are fitted by unweighted least squares on $[m,M]$, the exact weights satisfy $Nw=b$. For distinct nodes this system is nonsingular, and a Cholesky factorisation exists in exact arithmetic.

As an example, take $t=(0,1)$, $m=\ln2$, $M=2\ln2$ and $f(x)=1/x$. Then

$$N=\begin{pmatrix}\ln2&1/4\\1/4&3/32\end{pmatrix},\qquad \det N\approx0.002483,\qquad b\approx(0.693147,\;0.260009).$$

The first moment is $\ln2$; the second comes from the series for $\int e^{-x}/x\,dx$. Cramer's rule gives $w\approx(-0.0079,\;2.7946)$. One weight is negative, so a code should not assume that least-squares weights are positive.

## From overlap integrals to a unique minimum

**Overlap form.** For weights $v$ and $w$, using $e^{-x(t_k+t_l)}=e^{-xt_k}e^{-xt_l}$ and exchanging the finite sums with the integral,

$$v^TNw=\sum_{k,l}v_kw_l\int_m^M e^{-xt_k}e^{-xt_l}\,dx=\int_m^M S_v(x)S_w(x)\,dx .$$

In the same way, $d^Tb=\int_m^M f(x)S_d(x)\,dx$.

**Independence.** Let the nodes be distinct and let $S_w$ vanish on $[m,M]$. Set $h=(M-m)/(n+1)$ and sample at $x_j=m+jh$ for $j=0,\dots,n-1$. All these points lie in the interval. With $c_k=w_ke^{-mt_k}$ and $u_k=e^{-ht_k}$,

$$0=S_w(x_j)=\sum_k c_ku_k^{\,j}.$$

This is a Vandermonde system with determinant $\prod_{k<l}(u_l-u_k)$. Since $h>0$ and the exponential is injective, the $u_k$ are distinct and the determinant is nonzero. Hence every $c_k$ is zero, and so is every $w_k$.

**Definiteness.** If the nodes are distinct and $w\ne0$, then $S_w$ is nonzero somewhere on $[m,M]$. Its square is continuous and nonnegative, so $w^TNw=\int_m^M S_w^2\,dx>0$. The matrix is symmetric because $t_k+t_l=t_l+t_k$. Conversely, if $t_k=t_l$ with $k\ne l$, put weight $1$ on node $k$, $-1$ on node $l$ and zero elsewhere. The sum vanishes identically, so a nonzero vector has a zero quadratic form.

**Minimisation.** Since $S_{w+d}=S_w+S_d$, expanding the square gives

$$E(w+d)=E(w)-2\int_m^M fS_d\,dx+2\int_m^M S_dS_w\,dx+\int_m^M S_d^2\,dx,$$

which in matrix form is

$$E(w+d)=E(w)-2d^T(b-Nw)+d^TNd .$$

For distinct nodes $N$ is invertible; let $w_*=N^{-1}b$. The linear term vanishes there, so for any $v$

$$E(v)=E(w_*)+(v-w_*)^TN(v-w_*).$$

The last term is zero for $v=w_*$ and positive otherwise. Thus $w_*$ is the only minimiser. For $0<m$ the function $1/x$ is continuous on $[m,M]$, and the result applies to it.

## Lean source

```lean
import Mathlib

open Matrix

namespace LaplaceLeastSquares

noncomputable section

variable {n : ℕ}

/-- The Laplace sum with nodes `t` and weights `w`, as a function of the energy denominator `x`. -/
def laplaceSum (t w : Fin n → ℝ) (x : ℝ) : ℝ :=
  ∑ k, w k * Real.exp (-x * t k)

/-- The normal matrix of the fit: overlap integrals of the exponentials `exp (-x * t k)` from `m` to
`M`. -/
def normalMatrix (t : Fin n → ℝ) (m M : ℝ) : Matrix (Fin n) (Fin n) ℝ :=
  Matrix.of fun k l => ∫ x in m..M, Real.exp (-x * (t k + t l))

/-- The moments of the target function `f` with the exponentials on `[m, M]`. -/
def moment (f : ℝ → ℝ) (t : Fin n → ℝ) (m M : ℝ) : Fin n → ℝ :=
  fun k => ∫ x in m..M, f x * Real.exp (-x * t k)

/-- The integrated squared deviation of the Laplace sum from the target `f` on `[m, M]`. -/
def sqError (f : ℝ → ℝ) (t : Fin n → ℝ) (m M : ℝ) (w : Fin n → ℝ) : ℝ :=
  ∫ x in m..M, (f x - laplaceSum t w x) ^ 2

/-- The bilinear form of the normal matrix is the overlap integral of two Laplace sums. -/
theorem dot_normalMatrix (t : Fin n → ℝ) (m M : ℝ) (v w : Fin n → ℝ) :
    v ⬝ᵥ (normalMatrix t m M *ᵥ w) =
      ∫ x in m..M, laplaceSum t v x * laplaceSum t w x := by
  have h : ∀ x, laplaceSum t v x * laplaceSum t w x =
      ∑ k, ∑ l, v k * (w l * Real.exp (-x * (t k + t l))) := by
    intro x
    simp only [laplaceSum, Finset.sum_mul_sum]
    refine Finset.sum_congr rfl fun k _ => Finset.sum_congr rfl fun l _ => ?_
    rw [mul_add, Real.exp_add]
    ring
  simp_rw [h]
  rw [intervalIntegral.integral_finsetSum
    (fun k _ => Continuous.intervalIntegrable (by fun_prop) _ _)]
  simp only [dotProduct, Matrix.mulVec, normalMatrix, Matrix.of_apply, Finset.mul_sum]
  refine Finset.sum_congr rfl fun k _ => ?_
  rw [intervalIntegral.integral_finsetSum
    (fun l _ => Continuous.intervalIntegrable (by fun_prop) _ _)]
  refine Finset.sum_congr rfl fun l _ => ?_
  rw [intervalIntegral.integral_const_mul, intervalIntegral.integral_const_mul]
  ring

/-- For a target continuous on the interval, pairing weights with the moments gives the overlap of
the target with the Laplace sum. -/
theorem dot_moment {f : ℝ → ℝ} {m M : ℝ} (hf : ContinuousOn f (Set.uIcc m M))
    (t d : Fin n → ℝ) :
    d ⬝ᵥ moment f t m M = ∫ x in m..M, f x * laplaceSum t d x := by
  have h : ∀ x, f x * laplaceSum t d x = ∑ k, d k * (f x * Real.exp (-x * t k)) := by
    intro x
    simp only [laplaceSum, Finset.mul_sum]
    exact Finset.sum_congr rfl fun k _ => by ring
  simp_rw [h]
  rw [intervalIntegral.integral_finsetSum
    (fun k _ => ContinuousOn.intervalIntegrable (by fun_prop))]
  simp only [dotProduct, moment, intervalIntegral.integral_const_mul]

/-- A Laplace sum with distinct nodes that vanishes on a whole interval has zero weights. -/
theorem weights_eq_zero {t w : Fin n → ℝ} {m M : ℝ} (hmM : m < M)
    (ht : Function.Injective t) (hw : ∀ x ∈ Set.Icc m M, laplaceSum t w x = 0) :
    w = 0 := by
  obtain ⟨h, hh, hn⟩ : ∃ h : ℝ, 0 < h ∧ ((n : ℝ) + 1) * h = M - m :=
    ⟨(M - m) / (n + 1), div_pos (sub_pos.2 hmM) (by positivity), by field_simp⟩
  have hu : Function.Injective (fun k => Real.exp (-h * t k)) := by
    intro k l hkl
    have h1 : -h * t k = -h * t l := Real.exp_injective hkl
    exact ht (mul_left_cancel₀ (neg_ne_zero.2 hh.ne') h1)
  -- sampling at the points m + j h gives a Vandermonde system
  have hv : (fun k => w k * Real.exp (-m * t k)) ᵥ*
      Matrix.vandermonde (fun k => Real.exp (-h * t k)) = 0 := by
    funext j
    have hjn : ((j : ℕ) : ℝ) ≤ (n : ℝ) + 1 := by
      have : ((j : ℕ) : ℝ) < n := by exact_mod_cast j.2
      linarith
    have h1 := mul_le_mul_of_nonneg_right hjn hh.le
    have h0 : 0 ≤ ((j : ℕ) : ℝ) * h := mul_nonneg (Nat.cast_nonneg _) hh.le
    have hj := hw (m + ((j : ℕ) : ℝ) * h) ⟨by linarith, by linarith⟩
    refine Eq.trans ?_ hj
    simp only [Matrix.vecMul, dotProduct, Matrix.vandermonde_apply, laplaceSum]
    refine Finset.sum_congr rfl fun k _ => ?_
    rw [← Real.exp_nat_mul, mul_assoc, ← Real.exp_add]
    congr 2
    ring
  have hc := Matrix.eq_zero_of_vecMul_eq_zero (Matrix.det_vandermonde_ne_zero_iff.2 hu) hv
  funext k
  exact (mul_eq_zero.1 (congrFun hc k)).resolve_right (Real.exp_pos _).ne'

/-- For `m < M` and distinct nodes, the quadratic form of the normal matrix is positive on nonzero
weights. -/
theorem quadratic_pos {t w : Fin n → ℝ} {m M : ℝ} (hmM : m < M)
    (ht : Function.Injective t) (hw : w ≠ 0) :
    0 < w ⬝ᵥ (normalMatrix t m M *ᵥ w) := by
  rw [dot_normalMatrix]
  have hS : Continuous (laplaceSum t w) := by
    unfold laplaceSum
    fun_prop
  refine intervalIntegral.integral_pos hmM (hS.mul hS).continuousOn
    (fun x _ => mul_self_nonneg _) ?_
  by_contra hne
  refine hw (weights_eq_zero hmM ht fun x hx => ?_)
  exact mul_self_eq_zero.1
    (le_antisymm (not_lt.1 fun h => hne ⟨x, hx, h⟩) (mul_self_nonneg _))

/-- On an interval of positive length, the normal matrix is positive definite exactly when
the Laplace nodes are distinct. -/
theorem normalMatrix_posDef_iff (t : Fin n → ℝ) {m M : ℝ} (hmM : m < M) :
    (normalMatrix t m M).PosDef ↔ Function.Injective t := by
  constructor
  · intro h k l hkl
    by_contra hne
    -- opposite weights on two coinciding nodes cancel
    have hc : (Pi.single k 1 - Pi.single l 1 : Fin n → ℝ) ≠ 0 := by
      intro h0
      have h1 := congrFun h0 k
      simp [hne] at h1
    have hz : ∀ x, laplaceSum t (Pi.single k 1 - Pi.single l 1) x = 0 := by
      intro x
      simp [laplaceSum, sub_mul, Finset.sum_sub_distrib, Pi.single_apply, hkl]
    have hp := h.dotProduct_mulVec_pos hc
    rw [star_trivial, dot_normalMatrix] at hp
    simp [hz] at hp
  · intro ht
    rw [Matrix.posDef_iff_dotProduct_mulVec]
    refine ⟨Matrix.IsHermitian.ext fun k l => ?_, fun w hw => ?_⟩
    · simp only [normalMatrix, Matrix.of_apply, star_trivial, add_comm (t l) (t k)]
    · rw [star_trivial]
      exact quadratic_pos hmM ht hw

/-- Exact change of the squared error when the weights `w` are shifted by `d`, for a target
continuous on the interval. -/
theorem sqError_add {f : ℝ → ℝ} {m M : ℝ} (hf : ContinuousOn f (Set.uIcc m M))
    (t w d : Fin n → ℝ) :
    sqError f t m M (w + d) = sqError f t m M w
      - 2 * (d ⬝ᵥ (moment f t m M - normalMatrix t m M *ᵥ w))
      + d ⬝ᵥ (normalMatrix t m M *ᵥ d) := by
  have h : ∀ x, (f x - laplaceSum t (w + d) x) ^ 2 =
      (f x - laplaceSum t w x) ^ 2 - 2 * (f x * laplaceSum t d x)
        + 2 * (laplaceSum t d x * laplaceSum t w x)
        + laplaceSum t d x * laplaceSum t d x := by
    intro x
    have hs : laplaceSum t (w + d) x = laplaceSum t w x + laplaceSum t d x := by
      simp only [laplaceSum, Pi.add_apply, add_mul, Finset.sum_add_distrib]
    rw [hs]
    ring
  rw [dotProduct_sub, dot_moment hf, dot_normalMatrix, dot_normalMatrix]
  unfold sqError
  simp_rw [h]
  rw [intervalIntegral.integral_add, intervalIntegral.integral_add,
    intervalIntegral.integral_sub, intervalIntegral.integral_const_mul,
    intervalIntegral.integral_const_mul]
  · ring
  all_goals
    refine ContinuousOn.intervalIntegrable ?_
    unfold laplaceSum
    fun_prop

/-- For `m < M`, distinct nodes and a target continuous on `[m, M]`, weights minimise the squared
error exactly when they are the inverse normal matrix applied to the moments. -/
theorem minimises_iff {f : ℝ → ℝ} {t : Fin n → ℝ} {m M : ℝ} (hmM : m < M)
    (ht : Function.Injective t) (hf : ContinuousOn f (Set.Icc m M)) (w : Fin n → ℝ) :
    (∀ v, sqError f t m M w ≤ sqError f t m M v) ↔
      w = (normalMatrix t m M)⁻¹ *ᵥ moment f t m M := by
  have hdet : IsUnit (normalMatrix t m M).det :=
    ((normalMatrix_posDef_iff t hmM).2 ht).det_pos.ne'.isUnit
  obtain ⟨w₀, hdef⟩ : ∃ w₀, w₀ = (normalMatrix t m M)⁻¹ *ᵥ moment f t m M := ⟨_, rfl⟩
  have hw₀ : normalMatrix t m M *ᵥ w₀ = moment f t m M := by
    rw [hdef, Matrix.mulVec_mulVec, Matrix.mul_nonsing_inv _ hdet, Matrix.one_mulVec]
  rw [← hdef]
  -- at the solution of the normal equations the linear term vanishes
  have key : ∀ v, sqError f t m M v = sqError f t m M w₀
      + (v - w₀) ⬝ᵥ (normalMatrix t m M *ᵥ (v - w₀)) := by
    intro v
    have h := sqError_add (by rwa [Set.uIcc_of_le hmM.le]) t w₀ (v - w₀) (f := f)
      (m := m) (M := M)
    rw [hw₀, sub_self, dotProduct_zero, add_sub_cancel] at h
    linarith
  constructor
  · intro h
    by_contra hne
    have h1 := h w₀
    rw [key w] at h1
    have h2 := quadratic_pos hmM ht (sub_ne_zero.2 hne)
    linarith
  · intro h v
    have h1 : 0 ≤ (v - w₀) ⬝ᵥ (normalMatrix t m M *ᵥ (v - w₀)) := by
      rw [dot_normalMatrix]
      exact intervalIntegral.integral_nonneg hmM.le fun x _ => mul_self_nonneg _
    have h2 := key v
    rw [h]
    linarith

/-- For distinct nodes and energy denominators in `[m, M]` with `0 < m < M`, exactly one set of
weights minimises the squared error of the Laplace sum for `1 / x`. -/
theorem laplace_weights_unique {t : Fin n → ℝ} {m M : ℝ} (hm : 0 < m) (hmM : m < M)
    (ht : Function.Injective t) :
    ∃! w : Fin n → ℝ, ∀ v,
      sqError (fun x => 1 / x) t m M w ≤ sqError (fun x => 1 / x) t m M v := by
  have hf : ContinuousOn (fun x : ℝ => 1 / x) (Set.Icc m M) :=
    ContinuousOn.div continuousOn_const continuousOn_id
      fun x hx => (lt_of_lt_of_le hm hx.1).ne'
  exact ⟨_, (minimises_iff hmM ht hf _).2 rfl, fun v hv => (minimises_iff hmM ht hf v).1 hv⟩

end

end LaplaceLeastSquares
```

```lean
#print axioms LaplaceLeastSquares.laplace_weights_unique
```

```
'LaplaceLeastSquares.laplace_weights_unique' depends on axioms: [propext, Classical.choice, Quot.sound]
```

## How the Lean statements map to the fit

Nodes and weights are functions `Fin n → ℝ`, indexed from zero. The definitions `laplaceSum`, `normalMatrix`, `moment` and `sqError` are $S_w$, $N$, $b$ and $E$. Distinct nodes are expressed by `Function.Injective t`. Nodes may be negative or zero, and weights may have either sign.

`normalMatrix_posDef_iff` is the equivalence between definiteness and distinct nodes, for `m < M`; `PosDef` includes the symmetry of the matrix. `minimises_iff` says that, for distinct nodes and a target continuous on the closed interval, a weight vector has the least error among all real weight vectors exactly when it equals the inverse normal matrix applied to the moments. `laplace_weights_unique` specialises this to $1/x$, with `∃!` meaning that there is one minimiser and no other. Its hypothesis `0 < m` represents a positive lower bound on the energy denominators, as in a system with a gap between occupied and virtual orbital energies.

## How the proof follows the derivation

`dot_normalMatrix` and `dot_moment` turn matrix expressions into integrals by expanding the finite sums and integrating term by term. `weights_eq_zero` carries out the sampling argument: it chooses the spacing `h`, shows that the sampled exponentials are distinct, and applies Mathlib's criterion for a nonzero Vandermonde determinant.

`quadratic_pos` argues by contradiction. If the square were positive nowhere on the interval, the Laplace sum would vanish there and `weights_eq_zero` would make the weights zero. In `normalMatrix_posDef_iff`, the vector `Pi.single k 1 - Pi.single l 1` holds the opposite weights on coinciding nodes.

`sqError_add` proves the expansion of the error: `ring` handles the integrand at each `x`, and continuity justifies splitting the integral. In `minimises_iff`, the step `key` is the expansion about `w₀`, which is $w_*$ above. A different minimiser would contradict `quadratic_pos`; in the other direction, a nonnegative quadratic term shows that `w₀` is a minimiser.

## Limits for fixed nodes and exact integrals

The theorems concern the weights only. They say nothing about where to place the nodes, how many are needed, or how small the remaining error is. The error is measured by an unweighted integral over $x$, so minimax fits, relative-error fits and fits weighted by the distribution of denominators are different problems. So is a fit to a finite grid of denominators, whose normal matrix contains sums in place of integrals.

The arithmetic is that of exact real numbers. Two nearly equal nodes give nearly equal rows of $N$, and rounding can then make a Cholesky factorisation fail although the exact matrix is positive definite. A code should therefore check the conditioning of the matrix as well as the distinctness of its nodes.
